# On a nonzero complex vector space, three projectors can sum to $c$ times the identity only for $c = 0, 1, 3/2, 2, 3$

Let $P$, $Q$ and $R$ be idempotent linear maps on a nonzero complex vector space, with $P+Q+R=c\,1$ for a complex number $c$. Then $c$ is 0, 1, 3/2, 2 or 3. The space may have any dimension, and the projectors need not be Hermitian. All five values occur for $2\times2$ matrices.

For Hermitian projectors and $c>0$, the operators $P/c$, $Q/c$, $R/c$ form a three-outcome quantum measurement, so the result restricts measurements whose three elements are projectors scaled by one common weight.

In Lean 4 with Mathlib:

```lean
import Mathlib

open Matrix

namespace ThreeProjectorResolution

noncomputable section
```

## Three idempotents and a sum rule

The assumptions are
$$P^2=P,\qquad Q^2=Q,\qquad R^2=R,\qquad P+Q+R=c\,1 .$$
`UniformTriple P Q R c` is the statement that all four hold. The symbols live in an arbitrary complex algebra `A`, which may be an algebra of linear maps or of matrices, and `c • (1 : A)` is the scalar multiple of its identity. No adjoint appears, so oblique projectors are included, and $c$ is not assumed to be real.

```lean
/-- Three idempotents (projectors, not necessarily orthogonal) in a complex algebra whose sum
is the scalar `c` times the identity. -/
structure UniformTriple {A : Type*} [Ring A] [Algebra ℂ A] (P Q R : A) (c : ℂ) : Prop where
  idemP : P * P = P
  idemQ : Q * Q = Q
  idemR : R * R = R
  sum_eq : P + Q + R = c • (1 : A)
```

## The third projector fixes an anticommutator

Substitute $R=c-P-Q$ into $R^2=R$:
$$c^2-2c(P+Q)+P+Q+PQ+QP=c-P-Q .$$
Solving for the mixed products gives
$$PQ+QP=(2c-2)(P+Q)-(c^2-c)\,1 .$$
In the proof, `simp only` multiplies out the square using the idempotency of $P$ and $Q$, and `linear_combination` collects the terms, with `module` checking the linear identity that remains.

```lean
variable {A : Type*} [Ring A] [Algebra ℂ A] {P Q R : A} {c : ℂ}

/-- The anticommutator of two of the projectors is a linear combination of these projectors
and the identity. -/
theorem UniformTriple.anticommutator (h : UniformTriple P Q R c) :
    P * Q + Q * P = (2 * c - 2) • (P + Q) - (c ^ 2 - c) • (1 : A) := by
  -- the third projector is what the first two leave over
  have hR : R = c • (1 : A) - P - Q := by
    rw [← h.sum_eq]; abel
  have e := h.idemR
  rw [hR] at e
  simp only [sub_mul, mul_sub, smul_mul_assoc, mul_smul_comm, one_mul, mul_one,
    h.idemP, h.idemQ] at e
  linear_combination (norm := module) e
```

## Compressing one projector by another

Multiply the anticommutator by $P$ from the left:
$$PQ+PQP=(2c-2)(P+PQ)-(c^2-c)P .$$
Since $2c-2-c^2+c=-(c-1)(c-2)$, this becomes
$$PQP=(2c-3)\,PQ-(c-1)(c-2)\,P .$$
The multiplication is the `congrArg` line.

```lean
/-- The compression `P Q P` of one projector by another, expressed through `P Q` and `P`. -/
theorem UniformTriple.compression (h : UniformTriple P Q R c) :
    P * Q * P = (2 * c - 3) • (P * Q) - ((c - 1) * (c - 2)) • P := by
  have a := congrArg (fun X => P * X) h.anticommutator
  simp only [mul_add, mul_sub, mul_smul_comm, mul_one, ← mul_assoc, h.idemP] at a
  linear_combination (norm := module) a
```

Multiplication from the right gives the same formula with $QP$ in place of $PQ$. The difference of the two is
$$(2c-3)(PQ-QP)=0 ,$$
so $P$ and $Q$ commute unless $c=3/2$. The lemma `smul_eq_zero` performs the cancellation: if a scalar times an element vanishes, one of the two is zero.

```lean
/-- If three projectors sum to `c` times the identity and `c` is not `3/2`, the first two projectors
commute. -/
theorem UniformTriple.commute (h : UniformTriple P Q R c) (hc : c ≠ 3 / 2) :
    P * Q = Q * P := by
  -- the same compression, now obtained by multiplying from the right
  have e : P * Q * P = (2 * c - 3) • (Q * P) - ((c - 1) * (c - 2)) • P := by
    have a := congrArg (fun X => X * P) h.anticommutator
    simp only [add_mul, sub_mul, smul_mul_assoc, one_mul, mul_assoc, h.idemP] at a
    rw [mul_assoc P Q P]
    linear_combination (norm := module) a
  have k : (2 * c - 3) • (P * Q - Q * P) = 0 := by
    linear_combination (norm := module) e - h.compression
  have hne : 2 * c - 3 ≠ 0 := fun h0 => hc (by linear_combination h0 / 2)
  exact sub_eq_zero.mp ((smul_eq_zero.mp k).resolve_left hne)
```

At the exceptional value the coefficient of $PQ$ vanishes and $(c-1)(c-2)=-1/4$, hence
$$PQP=\tfrac14P .$$
For Hermitian projectors this means that a unit vector in the range of $P$ has expectation value $1/4$ for $Q$.

```lean
/-- If the three projectors sum to `3/2` times the identity, compressing the second projector
by the first gives one quarter of the first. -/
theorem UniformTriple.quarter_overlap (h : UniformTriple P Q R (3 / 2)) :
    P * Q * P = (1 / 4 : ℂ) • P := by
  rw [h.compression]
  module
```

## Excluding every other scalar

Suppose that $c$ is none of the five values. Then $P$ and $Q$ commute, so $PQP=PQ$, and the compression formula reads
$$(c-2)\bigl(2PQ-(c-1)P\bigr)=0 .$$
As $c\neq2$, we have $2PQ=(c-1)P$. Multiplying by $Q$ from the right gives $(c-3)PQ=0$, so $PQ=0$ because $c\neq3$. What remains is $(c-1)P=0$, and $c\neq1$ gives $P=0$.

With $P=0$ the anticommutator formula reduces to
$$(c-1)(2Q-c\,1)=0 ,$$
so $2Q=c\,1$. Another multiplication by $Q$ gives $(c-2)Q=0$, hence $Q=0$ and $c\,1=0$. In a nonzero algebra this forces $c=0$, which was excluded.

The proof takes these steps in the same order: `k` is $PQP=PQ$, `z` is $PQ=0$, and `p0` and `q0` are the vanishing of $P$ and $Q$. The hypothesis `Nontrivial A` says that the algebra is nonzero.

```lean
/-- In any nonzero complex algebra, three idempotents can sum to `c` times the identity only
for `c` equal to 0, 1, 3/2, 2 or 3. -/
theorem UniformTriple.scalar_values [Nontrivial A] (h : UniformTriple P Q R c) :
    c = 0 ∨ c = 1 ∨ c = 3 / 2 ∨ c = 2 ∨ c = 3 := by
  by_contra hc
  simp only [not_or] at hc
  obtain ⟨h0, h1, h32, h2, h3⟩ := hc
  have hPQ := h.commute h32
  have k : P * Q * P = P * Q := by
    rw [mul_assoc, ← hPQ, ← mul_assoc, h.idemP]
  have e := h.compression
  rw [k] at e
  have f : (c - 2) • ((2 : ℂ) • (P * Q) - (c - 1) • P) = 0 := by
    linear_combination (norm := module) (-1 : ℂ) • e
  have f' := (smul_eq_zero.mp f).resolve_left (sub_ne_zero.mpr h2)
  -- the product of the first two projectors vanishes
  have g := congrArg (fun X => X * Q) f'
  simp only [sub_mul, smul_mul_assoc, mul_assoc, h.idemQ, zero_mul] at g
  have g' : (c - 3) • (P * Q) = 0 := by
    linear_combination (norm := module) (-1 : ℂ) • g
  have z := (smul_eq_zero.mp g').resolve_left (sub_ne_zero.mpr h3)
  -- hence the first projector vanishes
  rw [z, smul_zero, zero_sub, neg_eq_zero] at f'
  have p0 := (smul_eq_zero.mp f').resolve_left (sub_ne_zero.mpr h1)
  have a := h.anticommutator
  simp only [p0, zero_mul, mul_zero, zero_add, add_zero] at a
  have b : (c - 1) • ((2 : ℂ) • Q - c • (1 : A)) = 0 := by
    linear_combination (norm := module) (-1 : ℂ) • a
  have b' := (smul_eq_zero.mp b).resolve_left (sub_ne_zero.mpr h1)
  -- and so does the second, which leaves no room for a nonzero scalar
  have d := congrArg (fun X => X * Q) b'
  simp only [sub_mul, smul_mul_assoc, one_mul, h.idemQ, zero_mul] at d
  have d' : (c - 2) • Q = 0 := by
    linear_combination (norm := module) (-1 : ℂ) • d
  have q0 := (smul_eq_zero.mp d').resolve_left (sub_ne_zero.mpr h2)
  rw [q0, smul_zero, zero_sub, neg_eq_zero] at b'
  exact (smul_eq_zero.mp b').elim h0 one_ne_zero
```

For linear maps, take `A` to be `Module.End ℂ V`, where multiplication is composition. These maps are defined on all of $V$; unbounded operators with restricted domains are not covered.

```lean
/-- If three idempotent linear maps on a nonzero complex vector space, of any dimension, sum to
`c` times the identity, then `c` is 0, 1, 3/2, 2 or 3. -/
theorem three_projector_sum {V : Type*} [AddCommGroup V] [Module ℂ V] [Nontrivial V]
    {P Q R : Module.End ℂ V} {c : ℂ} (h : UniformTriple P Q R c) :
    c = 0 ∨ c = 1 ∨ c = 3 / 2 ∨ c = 2 ∨ c = 3 :=
  h.scalar_values
```

## The possible common weights

Now let the projectors resolve the identity with one weight,
$$w(P+Q+R)=1 .$$
The weight cannot be zero, since the identity on a nonzero space is not zero. Dividing by $w$ gives a uniform triple with $c=1/w$. The value $c=0$ is impossible for an inverse, and the other four give $w=1,\ 2/3,\ 1/2,\ 1/3$. Unequal weights and larger numbers of projectors are different problems.

```lean
/-- If three projectors on a nonzero complex vector space resolve the identity with one common
weight `w`, then `w` is 1, 2/3, 1/2 or 1/3. -/
theorem uniform_weights {V : Type*} [AddCommGroup V] [Module ℂ V] [Nontrivial V]
    {P Q R : Module.End ℂ V} {w : ℂ} (hP : P * P = P) (hQ : Q * Q = Q) (hR : R * R = R)
    (h : w • (P + Q + R) = 1) :
    w = 1 ∨ w = 2 / 3 ∨ w = 1 / 2 ∨ w = 1 / 3 := by
  have hw : w ≠ 0 := by
    intro h0
    rw [h0, zero_smul] at h
    exact zero_ne_one h
  have hs : P + Q + R = w⁻¹ • (1 : Module.End ℂ V) := by
    rw [← h, smul_smul, inv_mul_cancel₀ hw, one_smul]
  rcases three_projector_sum ⟨hP, hQ, hR, hs⟩ with e | e | e | e | e
  · exact absurd e (inv_ne_zero hw)
  all_goals
    rw [← inv_inv w, e]
    norm_num
```

## The trine reaches 3/2

The values 0, 1, 2 and 3 can already be reached with projectors that are each 0 or 1. The value 3/2 needs projectors that do not commute. Consider
$$T(r)=\begin{pmatrix}1/4&r\\ r&3/4\end{pmatrix}$$
with $r$ real.

```lean
/-- The real symmetric 2×2 matrix with diagonal entries 1/4 and 3/4 and off-diagonal
entry `r`. -/
def tilted (r : ℝ) : Matrix (Fin 2) (Fin 2) ℂ :=
  !![1 / 4, (r : ℂ); (r : ℂ), 3 / 4]
```

It is real and symmetric, hence Hermitian, which is checked entry by entry.

```lean
/-- The matrix `tilted r` is Hermitian. -/
theorem tilted_hermitian (r : ℝ) : (tilted r)ᴴ = tilted r := by
  ext i j
  fin_cases i <;> fin_cases j <;> simp [tilted, Matrix.conjTranspose_apply]
```

The diagonal entries of $T(r)^2$ are $1/16+r^2$ and $r^2+9/16$, and both off-diagonal entries are $r/4+3r/4=r$. If $r^2=3/16$, the diagonal entries are $1/4$ and $3/4$, so $T(r)^2=T(r)$. The equations `e1` to `e4` are these four entries.

```lean
/-- The matrix `tilted r` is a projector when `r` squared equals 3/16. -/
theorem tilted_idempotent {r : ℝ} (h : r * r = 3 / 16) : tilted r * tilted r = tilted r := by
  have hc : (r : ℂ) * r = 3 / 16 := by
    have h' : ((r * r : ℝ) : ℂ) = ((3 / 16 : ℝ) : ℂ) := by rw [h]
    push_cast at h'
    exact h'
  have e1 : (1 / 4 : ℂ) * (1 / 4) + r * r = 1 / 4 := by linear_combination hc
  have e2 : (1 / 4 : ℂ) * r + r * (3 / 4) = r := by ring
  have e3 : (r : ℂ) * (1 / 4) + 3 / 4 * r = r := by ring
  have e4 : (r : ℂ) * r + 3 / 4 * (3 / 4) = 3 / 4 := by linear_combination hc
  rw [tilted, Matrix.mul_fin_two, e1, e2, e3, e4]
```

Take $P=\mathrm{diag}(1,0)$, $Q=T(\sqrt3/4)$ and $R=T(-\sqrt3/4)$. They project onto the lines spanned by the unit vectors $(1,0)$, $(1/2,\sqrt3/2)$ and $(1/2,-\sqrt3/2)$. These three qubit states are called the trine. In the sum the off-diagonal entries cancel, and the diagonal entries are
$$1+\tfrac14+\tfrac14=\tfrac32,\qquad 0+\tfrac34+\tfrac34=\tfrac32 .$$

For a numerical case, prepare the state $(1,0)$ and measure with weight $w=2/3$. The expectation values of $P$, $Q$, $R$ are $1$, $1/4$, $1/4$, so the outcome probabilities are $2/3$, $1/6$, $1/6$, which add up to 1.

```lean
/-- The projector on the first basis vector and the two matrices `tilted (±√3/4)` are
idempotents that sum to `3/2` times the identity. -/
theorem trine_witness :
    UniformTriple (!![1, 0; 0, 0] : Matrix (Fin 2) (Fin 2) ℂ)
      (tilted (√3 / 4)) (tilted (-(√3 / 4))) (3 / 2) := by
  have h3 : √3 * √3 = (3 : ℝ) := Real.mul_self_sqrt (by norm_num)
  refine ⟨?_, tilted_idempotent (by linear_combination h3 / 16),
    tilted_idempotent (by linear_combination h3 / 16), ?_⟩
  · rw [Matrix.mul_fin_two]
    norm_num
  · ext i j
    fin_cases i <;> fin_cases j <;> simp [tilted] <;> norm_num
```

## All five values for a qubit

For $2\times2$ complex matrices the list is therefore exact. One direction is the general algebraic theorem; the other supplies the triples $(0,0,0)$, $(1,0,0)$, the trine, $(1,1,0)$ and $(1,1,1)$, where 0 and 1 stand for the zero and identity matrices. In one dimension the value 3/2 does not occur, because there every idempotent is 0 or 1.

```lean
/-- For 2×2 complex matrices, three idempotents with sum `c` times the identity exist exactly
when `c` is 0, 1, 3/2, 2 or 3. -/
theorem qubit_scalar_iff (c : ℂ) :
    (∃ P Q R : Matrix (Fin 2) (Fin 2) ℂ, UniformTriple P Q R c) ↔
      c = 0 ∨ c = 1 ∨ c = 3 / 2 ∨ c = 2 ∨ c = 3 := by
  constructor
  · rintro ⟨P, Q, R, h⟩
    exact h.scalar_values
  · rintro (rfl | rfl | rfl | rfl | rfl)
    · exact ⟨0, 0, 0, mul_zero 0, mul_zero 0, mul_zero 0, by module⟩
    · exact ⟨1, 0, 0, mul_one 1, mul_zero 0, mul_zero 0, by module⟩
    · exact ⟨_, _, _, trine_witness⟩
    · exact ⟨1, 1, 0, mul_one 1, mul_one 1, mul_zero 0, by module⟩
    · exact ⟨1, 1, 1, mul_one 1, mul_one 1, mul_one 1, by module⟩

end

end ThreeProjectorResolution
```

```lean
#print axioms ThreeProjectorResolution.three_projector_sum
#print axioms ThreeProjectorResolution.uniform_weights
#print axioms ThreeProjectorResolution.tilted_hermitian
#print axioms ThreeProjectorResolution.qubit_scalar_iff
```

```
'ThreeProjectorResolution.three_projector_sum' depends on axioms: [propext, Classical.choice, Quot.sound]
'ThreeProjectorResolution.uniform_weights' depends on axioms: [propext, Classical.choice, Quot.sound]
'ThreeProjectorResolution.tilted_hermitian' depends on axioms: [propext, Classical.choice, Quot.sound]
'ThreeProjectorResolution.qubit_scalar_iff' depends on axioms: [propext, Classical.choice, Quot.sound]
```
